# The orthogonal projector onto an invariant subspace of a finite-dimensional unitary representation commutes with the symmetry

In a one-electron model with a spherical potential and no spin–orbit coupling, the five $d$ orbitals of a free transition-metal ion share one energy. Surround the ion with ligands, and the levels may split. Within the space of these five orbitals, when does the symmetry of the surroundings allow a splitting, and when does it forbid any splitting at all? The problems below treat this question for a general symmetry group $G$ and a complex state space $V$ with inner product $\langle x,y\rangle$, conjugate-linear in $x$.

```lean
import Mathlib

open scoped InnerProductSpace

namespace SchurInvariantProjector

noncomputable section

variable {G V : Type*} [Group G] [NormedAddCommGroup V] [InnerProductSpace ℂ V]
```

The group may be finite or infinite. Each $g\in G$ acts by a linear operator $D(g)$, with $D(gh)=D(g)D(h)$ and $D(e)=1$ for the identity $e$; this is the type `G →* Module.End ℂ V`. Antiunitary operations such as time reversal are therefore not covered. Unitarity is a hypothesis: symmetry operations preserve overlaps between states.

```lean
/-- The representation `D` is unitary: every `D g` preserves inner products. -/
def IsUnitaryRep (D : G →* Module.End ℂ V) : Prop :=
  ∀ g x y, inner ℂ (D g x) (D g y) = inner ℂ x y
```

A subspace $W$ is invariant if no operation leads out of it.

```lean
/-- The subspace `W` is mapped into itself by every symmetry operation. -/
def IsInvariant (D : G →* Module.End ℂ V) (W : Submodule ℂ V) : Prop :=
  ∀ g, ∀ x ∈ W, D g x ∈ W
```

A symmetric Hamiltonian is a Hermitian operator that commutes with every $D(g)$.

```lean
/-- A symmetric Hamiltonian: a Hermitian operator that commutes with every `D g`. -/
structure IsSymmetricHamiltonian (D : G →* Module.End ℂ V) (H : Module.End ℂ V) : Prop where
  hermitian : ∀ x y, inner ℂ (H x) y = inner ℂ x (H y)
  commutes : ∀ g x, H (D g x) = D g (H x)
```

## (a) States orthogonal to an invariant subspace

Let $W$ be invariant, with orthogonal complement $W^\perp$. Show that
$$x\in W^\perp\ \Rightarrow\ D(g)x\in W^\perp\quad\text{for all } g.$$

Take $w\in W$ and write $w=D(g)D(g^{-1})w$. Unitarity gives
$$\langle w,D(g)x\rangle=\langle D(g)D(g^{-1})w,D(g)x\rangle=\langle D(g^{-1})w,x\rangle=0,$$
because $D(g^{-1})w$ lies in $W$.

In the proof, `h` is the rewriting of $w$, and `rw [← h, hD]` removes $D(g)$ from both sides of the inner product. Finite dimension is not needed yet.

```lean
/-- The orthogonal complement of an invariant subspace of a unitary representation
is invariant. -/
theorem orthogonal_invariant {D : G →* Module.End ℂ V} (hD : IsUnitaryRep D)
    {W : Submodule ℂ V} (hW : IsInvariant D W) : IsInvariant D Wᗮ := by
  intro g x hx
  refine (Submodule.mem_orthogonal W _).2 fun w hw => ?_
  -- write `w = D g (D g⁻¹ w)` and use unitarity
  have h : D g (D g⁻¹ w) = w := by
    have h' : D g (D g⁻¹ w) = (D g * D g⁻¹) w := rfl
    rw [h', ← map_mul, mul_inv_cancel, map_one, Module.End.one_apply]
  rw [← h, hD]
  exact (Submodule.mem_orthogonal W x).1 hx _ (hW g⁻¹ w hw)
```

## (b) Where the projector sends a state

From here on $V$ is finite-dimensional. For an orthonormal basis $e_1,\dots,e_m$ of $W$, the orthogonal projector is $Px=\sum_{i=1}^m\langle e_i,x\rangle e_i$, with $P=0$ if $m=0$. The file uses Mathlib's basis-free `starProjection` for the same operator.

```lean
variable [FiniteDimensional ℂ V]

/-- The orthogonal projector onto `W`, as a linear operator on the state space. -/
def projector (W : Submodule ℂ V) : Module.End ℂ V :=
  (W.starProjection : V →ₗ[ℂ] V)
```

Show that, for every $x\in V$,
$$Px\in W.$$

The vector $Px$ is a linear combination of the $e_i$. In Lean, the projection is by construction an element of $W$, and `Subtype.property` reads off its membership.

```lean
lemma projector_mem (W : Submodule ℂ V) (x : V) : projector W x ∈ W := by
  change W.starProjection x ∈ W
  rw [Submodule.starProjection_apply]
  exact Subtype.property _
```

## (c) What the projector leaves over

Show that
$$x-Px\in W^\perp.$$

For each basis vector,
$$\langle e_j,x-Px\rangle=\langle e_j,x\rangle-\sum_{i=1}^m\langle e_i,x\rangle\langle e_j,e_i\rangle=0,$$
and every $w\in W$ is a combination of the $e_j$. Mathlib supplies this property directly.

```lean
lemma sub_projector_mem (W : Submodule ℂ V) (x : V) : x - projector W x ∈ Wᗮ :=
  Submodule.sub_starProjection_mem_orthogonal x
```

## (d) Only one such splitting

Suppose $y\in W$ and $x-y\in W^\perp$. Show that
$$Px=y.$$

The difference $Px-y$ lies in $W$. It also equals $(x-y)-(x-Px)$, so it lies in $W^\perp$. It is orthogonal to itself and hence zero. The Lean proof cites the corresponding Mathlib lemma.

```lean
lemma projector_unique {W : Submodule ℂ V} {x y : V} (hy : y ∈ W) (hxy : x - y ∈ Wᗮ) :
    projector W x = y :=
  Submodule.eq_starProjection_of_mem_orthogonal hy hxy
```

## (e) States already in the subspace

Show that, for $x\in W$,
$$Px=x.$$

Put $y=x$ in (d): $x\in W$, and $x-x=0$ lies in $W^\perp$.

```lean
lemma projector_of_mem {W : Submodule ℂ V} {x : V} (hx : x ∈ W) : projector W x = x :=
  projector_unique hx (by rw [sub_self]; exact Submodule.zero_mem _)
```

## (f) Moving the projector across the inner product

Show that, for all $x,y\in V$,
$$\langle Px,y\rangle=\langle x,Py\rangle.$$

By (b) and (c), $\langle Px,y-Py\rangle=0$ and $\langle x-Px,Py\rangle=0$. Expanding both,
$$\langle Px,y\rangle=\langle Px,Py\rangle=\langle x,Py\rangle.$$
These two orthogonality relations are `h1` and `h2`; their difference is the claim.

```lean
lemma projector_hermitian (W : Submodule ℂ V) (x y : V) :
    inner ℂ (projector W x) y = inner ℂ x (projector W y) := by
  have h1 := (Submodule.mem_orthogonal W _).1 (sub_projector_mem W y) _ (projector_mem W x)
  have h2 := inner_eq_zero_symm.1
    ((Submodule.mem_orthogonal W _).1 (sub_projector_mem W x) _ (projector_mem W y))
  rw [inner_sub_right] at h1
  rw [inner_sub_left] at h2
  linear_combination h1 - h2
```

## (g) Invariance as a commutation rule

For unitary $D$ and any subspace $W$, show that
$$PD(g)=D(g)P\ \text{ for all } g\quad\Longleftrightarrow\quad W\text{ is invariant}.$$

If $P$ commutes with every $D(g)$ and $x\in W$, then $D(g)x=D(g)Px=PD(g)x\in W$.

Conversely, let $W$ be invariant and split
$$D(g)x=D(g)Px+D(g)(x-Px).$$
The first term lies in $W$ by invariance, and the second in $W^\perp$ by (a). By (d), $PD(g)x=D(g)Px$.

The two bullets of the proof follow these two directions; `projector_unique` is the appeal to (d).

```lean
/-- For a unitary representation, the orthogonal projector onto `W` commutes with all
symmetry operations exactly when `W` is invariant. -/
theorem projector_commutes_iff {D : G →* Module.End ℂ V} (hD : IsUnitaryRep D)
    (W : Submodule ℂ V) :
    (∀ g, projector W * D g = D g * projector W) ↔ IsInvariant D W := by
  constructor
  · intro h g x hx
    have h1 : projector W (D g x) = D g (projector W x) := LinearMap.congr_fun (h g) x
    rw [projector_of_mem hx] at h1
    rw [← h1]
    exact projector_mem W _
  · intro hW g
    refine LinearMap.ext fun x => ?_
    -- `D g` respects the splitting of `x` into its parts in `W` and its complement
    refine projector_unique (hW g _ (projector_mem W x)) ?_
    have h := orthogonal_invariant hD hW g _ (sub_projector_mem W x)
    rwa [map_sub] at h
```

## (h) A symmetric Hamiltonian that is not a constant

Let $W$ be invariant with $W\neq0$ and $W\neq V$. Show that $P$ is a symmetric Hamiltonian and that
$$P\neq c\,1\quad\text{for every } c\in\mathbb C.$$

Hermiticity is (f), and commutation is (g). Suppose $P=c\,1$. A nonzero $w\in W$ satisfies $w=Pw=cw$, so $c=1$. Then every $x=Px$ lies in $W$, so $W=V$, which was excluded.

In Lean, `⊥` is the zero subspace and `⊤` is the whole space. The equation `h2` is $(c-1)w=0$.

```lean
/-- The orthogonal projector onto a proper nonzero invariant subspace of a unitary
representation is a symmetric Hamiltonian that is not a multiple of the identity. -/
theorem projector_symmetric_nonscalar {D : G →* Module.End ℂ V} (hD : IsUnitaryRep D)
    {W : Submodule ℂ V} (hW : IsInvariant D W) (h0 : W ≠ ⊥) (h1 : W ≠ ⊤) :
    IsSymmetricHamiltonian D (projector W) ∧
      ∀ c : ℂ, projector W ≠ c • (1 : Module.End ℂ V) := by
  refine ⟨⟨projector_hermitian W, fun g x =>
    LinearMap.congr_fun ((projector_commutes_iff hD W).2 hW g) x⟩, fun c hc => h1 ?_⟩
  have hP : ∀ x, projector W x = c • x := fun x => LinearMap.congr_fun hc x
  -- a nonzero vector of `W` is fixed, so the scalar would be one
  obtain ⟨w, hw, hw0⟩ := Submodule.exists_mem_ne_zero_of_ne_bot h0
  have h2 : (c - 1) • w = 0 := by
    rw [sub_smul, one_smul, ← hP w, projector_of_mem hw, sub_self]
  have hc1 : c = 1 := sub_eq_zero.1 ((smul_eq_zero.1 h2).resolve_right hw0)
  refine (Submodule.eq_top_iff').2 fun x => ?_
  have h3 := projector_mem W x
  rwa [hP x, hc1, one_smul] at h3
```

## (i) Choosing the two energies

Let $D$ be unitary and $W$ invariant, and let $a,b$ be real: the energies assigned to $W$ and to its complement. Show that
$$H=aP+b(1-P)$$
is a symmetric Hamiltonian with $Hx=ax$ on $W$ and $Hx=bx$ on $W^\perp$.

Since $a$ and $b$ are real, (f) gives
$$\langle Hx,y\rangle=a\langle Px,y\rangle+b\langle x-Px,y\rangle=a\langle x,Py\rangle+b\langle x,y-Py\rangle=\langle x,Hy\rangle.$$
By (g),
$$HD(g)x=aD(g)Px+b\bigl(D(g)x-D(g)Px\bigr)=D(g)Hx.$$
If $x\in W$, then $Px=x$ and $Hx=ax$. If $x\in W^\perp$, then (d) with $y=0$ gives $Px=0$ and $Hx=bx$.

For $d$ orbitals in an octahedral field, with $W$ the $t_{2g}$ orbitals, $b-a$ is the ligand-field splitting of this one-electron model. The theorem also allows $a=b$, and $W=0$ or $W=V$, where there is no splitting.

The four bullets check hermiticity, commutation and the two energies; `Complex.conj_ofReal` is where the reality of $a$ and $b$ enters.

```lean
/-- For any real energies `a` and `b`, the operator `a P + b (1 - P)` built from the projector
onto an invariant subspace `W` is a symmetric Hamiltonian, with energy `a` on `W` and `b` on
the orthogonal complement. -/
theorem two_level_hamiltonian {D : G →* Module.End ℂ V} (hD : IsUnitaryRep D)
    {W : Submodule ℂ V} (hW : IsInvariant D W) (a b : ℝ) :
    let H : Module.End ℂ V := (a : ℂ) • projector W + (b : ℂ) • (1 - projector W)
    IsSymmetricHamiltonian D H ∧ (∀ x ∈ W, H x = (a : ℂ) • x) ∧
      ∀ x ∈ Wᗮ, H x = (b : ℂ) • x := by
  intro H
  have hH : ∀ x, H x = (a : ℂ) • projector W x + (b : ℂ) • (x - projector W x) :=
    fun _ => rfl
  refine ⟨⟨fun x y => ?_, fun g x => ?_⟩, fun x hx => ?_, fun x hx => ?_⟩
  · simp only [hH, inner_add_left, inner_add_right, inner_smul_left, inner_smul_right,
      inner_sub_left, inner_sub_right, Complex.conj_ofReal, projector_hermitian W x y]
  · have h : projector W (D g x) = D g (projector W x) :=
      LinearMap.congr_fun ((projector_commutes_iff hD W).2 hW g) x
    simp only [hH, h, map_add, map_smul, map_sub]
  · rw [hH, projector_of_mem hx, sub_self, smul_zero, add_zero]
  · have h : projector W x = 0 :=
      projector_unique (Submodule.zero_mem _) (by rwa [sub_zero])
    rw [hH, h, smul_zero, sub_zero, zero_add]
```

## (j) When symmetry forces a single energy

Show that the following are equivalent for unitary $D$:
$$\text{every invariant } W \text{ is } 0 \text{ or } V\quad\Longleftrightarrow\quad\text{every symmetric Hamiltonian is } H=c\,1.$$

Assume the left side. If $V=0$, any $c$ works. Otherwise $H$ has an eigenvalue $c$, since $V$ is finite-dimensional and complex. Its eigenspace $E=\ker(H-c\,1)$ is invariant: for $x\in E$,
$$HD(g)x=D(g)Hx=c\,D(g)x.$$
Since $E\neq0$, it is all of $V$, and $H=c\,1$.

Conversely, an invariant $W$ other than $0$ and $V$ would make $P$ a non-scalar symmetric Hamiltonian by (h), contradicting the right side.

Thus, in a finite-dimensional space with a unitary symmetry, symmetry alone forces complete degeneracy exactly when there is no proper nonzero invariant subspace. The criterion concerns Hermitian operators on a single representation; the part of Schur's lemma about maps between different irreducible representations is not treated.

In the Lean proof, `hmem` identifies the kernel with the eigenspace, and `hirr` is applied to it. The second bullet is the argument from (h).

```lean
/-- Schur's criterion for a unitary representation: the only invariant subspaces are zero and
the whole space exactly when every symmetric Hamiltonian is a multiple of the identity. -/
theorem schur_criterion {D : G →* Module.End ℂ V} (hD : IsUnitaryRep D) :
    (∀ W : Submodule ℂ V, IsInvariant D W → W = ⊥ ∨ W = ⊤) ↔
      ∀ H, IsSymmetricHamiltonian D H → ∃ c : ℂ, H = c • (1 : Module.End ℂ V) := by
  constructor
  · intro hirr H hH
    rcases subsingleton_or_nontrivial V with hV | hV
    · exact ⟨0, LinearMap.ext fun x => Subsingleton.elim _ _⟩
    obtain ⟨c, hc⟩ := Module.End.exists_eigenvalue H
    obtain ⟨v, hv⟩ := hc.exists_hasEigenvector
    -- the eigenspace of `H` at `c` is invariant and nonzero
    have hmem : ∀ x, x ∈ LinearMap.ker (H - c • (1 : Module.End ℂ V)) ↔ H x = c • x :=
      fun x => LinearMap.mem_ker.trans sub_eq_zero
    refine ⟨c, LinearMap.ext fun x => ?_⟩
    rcases hirr (LinearMap.ker (H - c • (1 : Module.End ℂ V))) (fun g x hx => by
      rw [hmem] at hx ⊢
      rw [hH.commutes, hx, map_smul]) with h | h
    · have hv' := (hmem v).2 hv.apply_eq_smul
      rw [h] at hv'
      exact absurd ((Submodule.mem_bot ℂ).1 hv') hv.2
    · exact (hmem x).1 (by rw [h]; exact Submodule.mem_top)
  · intro hs W hW
    by_contra h
    obtain ⟨h0, h1⟩ := not_or.1 h
    obtain ⟨hP, hn⟩ := projector_symmetric_nonscalar hD hW h0 h1
    obtain ⟨c, hc⟩ := hs _ hP
    exact hn c hc
```

## (k) Equivalent sites

Let one particle occupy $n$ equivalent sites, with one orbital per site and amplitudes $x_i$, $i=0,\dots,n-1$. Every permutation of the sites is taken as a symmetry here; the geometric symmetry of a regular ring of six sites, for example, supplies only some of them. A permutation $\sigma$ acts by $(D(\sigma)x)_i=x_{\sigma^{-1}(i)}$. This respects products, since both $D(\sigma)D(\tau)x$ and $D(\sigma\tau)x$ have components $x_{\tau^{-1}\sigma^{-1}(i)}$.

```lean
/-- Permutations of `n` equivalent sites acting on the site amplitudes. -/
def siteRep (n : ℕ) : Equiv.Perm (Fin n) →* Module.End ℂ (EuclideanSpace ℂ (Fin n)) where
  toFun σ :=
    { toFun := fun x => WithLp.toLp 2 (fun i => x (σ⁻¹ i))
      map_add' := fun x y => by ext i; rfl
      map_smul' := fun c x => by ext i; rfl }
  map_one' := LinearMap.ext fun x => by ext i; rfl
  map_mul' σ τ := LinearMap.ext fun x => by ext i; rfl
```

Let $U_n$ be the subspace of states with equal amplitudes on all sites.

```lean
/-- The states with the same amplitude on every site. -/
def equalAmplitudes (n : ℕ) : Submodule ℂ (EuclideanSpace ℂ (Fin n)) where
  carrier := {x | ∀ i j, x i = x j}
  zero_mem' := fun _ _ => rfl
  add_mem' := fun hx hy i j => congrArg₂ (· + ·) (hx i j) (hy i j)
  smul_mem' := fun c _ hx i j => congrArg (c * ·) (hx i j)
```

For $n+2$ sites, $n\ge0$, show that $D$ is unitary, that $U_{n+2}$ is invariant, and that
$$0\neq U_{n+2}\neq\mathbb C^{n+2}.$$

Substituting $j=\sigma^{-1}(i)$,
$$\langle D(\sigma)x,D(\sigma)y\rangle=\sum_i\overline{x_{\sigma^{-1}(i)}}\,y_{\sigma^{-1}(i)}=\sum_j\overline{x_j}\,y_j=\langle x,y\rangle.$$
Permuting equal amplitudes leaves them equal, so $U_{n+2}$ is invariant. It contains the uniform state, with normalised amplitudes $1/\sqrt{n+2}$, so it is not zero. The state $(1,0,\dots,0)$ differs between sites 0 and 1, so it lies outside $U_{n+2}$.

Part (h) therefore applies to this system. The Lean proof uses `Equiv.sum_comp` for the substitution and the unnormalised uniform state, with every amplitude equal to 1.

```lean
/-- For at least two equivalent sites, the site representation is unitary and the
equal-amplitude states form a proper nonzero invariant subspace. -/
theorem siteRep_witness (n : ℕ) :
    IsUnitaryRep (siteRep (n + 2)) ∧ IsInvariant (siteRep (n + 2)) (equalAmplitudes (n + 2)) ∧
      equalAmplitudes (n + 2) ≠ ⊥ ∧ equalAmplitudes (n + 2) ≠ ⊤ := by
  refine ⟨fun σ x y => ?_, fun σ x hx i j => hx _ _, fun h => ?_, fun h => ?_⟩
  · simp only [PiLp.inner_apply]
    exact Equiv.sum_comp σ⁻¹ (fun i => inner ℂ (x i) (y i))
  · -- the uniform state is nonzero
    have hu : WithLp.toLp 2 (fun _ => (1 : ℂ)) ∈ equalAmplitudes (n + 2) := fun _ _ => rfl
    rw [h, Submodule.mem_bot] at hu
    have h0 : (1 : ℂ) = 0 := congrArg (fun x : EuclideanSpace ℂ (Fin (n + 2)) => x 0) hu
    exact one_ne_zero h0
  · -- a state on a single site has unequal amplitudes
    have hu : WithLp.toLp 2 (fun i : Fin (n + 2) => if i = 0 then (1 : ℂ) else 0) ∈
        equalAmplitudes (n + 2) := by rw [h]; exact Submodule.mem_top
    have h01 : (if (0 : Fin (n + 2)) = 0 then (1 : ℂ) else 0) =
        if (1 : Fin (n + 2)) = 0 then (1 : ℂ) else 0 := hu 0 1
    simp at h01

end

end SchurInvariantProjector
```

```lean
#print axioms SchurInvariantProjector.projector_symmetric_nonscalar
-- 'SchurInvariantProjector.projector_symmetric_nonscalar' depends on axioms: [propext, Classical.choice, Quot.sound]
#print axioms SchurInvariantProjector.two_level_hamiltonian
-- 'SchurInvariantProjector.two_level_hamiltonian' depends on axioms: [propext, Classical.choice, Quot.sound]
#print axioms SchurInvariantProjector.schur_criterion
-- 'SchurInvariantProjector.schur_criterion' depends on axioms: [propext, Classical.choice, Quot.sound]
```
